# The Slater integral F⁰ of a 1s orbital with exponent z is 5z/8 in atomic units

I want to treat the repulsion between two 1s electrons as a purely radial problem: each electron is a density on the half-line $r>0$, and the potential is built from spherical shells instead of a six-dimensional Coulomb integral. For an orbital exponent $z>0$ take

$$p_z(r)=4z^3r^2e^{-2zr}.$$

The charge inside radius $r$ acts as if it sat at the centre, and each shell outside contributes its charge divided by its own radius. Averaging this potential over the same density should give $F^0=5z/8$ in atomic units. Can this be made rigorous, including the convergence of the improper integrals, and checked by machine?

## From the shell potential to 5z/8

Yes, and the calculation is no harder with two different exponents. In atomic units, $p_z$ is $4\pi r^2|\psi|^2$ for the orbital $\psi=\sqrt{z^3/\pi}\,e^{-zr}$. For $k>0$ and $r\ge 0$, integration by parts gives

$$\int_r^\infty s\,e^{-ks}\,ds=\left(\frac rk+\frac1{k^2}\right)e^{-kr},\qquad \int_0^\infty s^2e^{-ks}\,ds=\frac{2}{k^3}.$$

The second integral with $k=2z$ shows that $p_z$ is normalised: $4z^3\cdot 2/(2z)^3=1$.

For the enclosed charge, differentiate $-(1+2zs+2z^2s^2)e^{-2zs}$. The result is

$$\left[-(2z+4z^2s)+2z(1+2zs+2z^2s^2)\right]e^{-2zs}=4z^3s^2e^{-2zs}=p_z(s),$$

so

$$Q_z(r)=\int_0^r p_z(s)\,ds=1-(1+2zr+2z^2r^2)e^{-2zr}.$$

The outer shells contribute

$$\int_r^\infty\frac{p_z(s)}{s}\,ds=4z^3\left(\frac{r}{2z}+\frac{1}{4z^2}\right)e^{-2zr}=(z+2z^2r)e^{-2zr}.$$

Adding $Q_z(r)/r$ to this, the terms in $2z^2r$ cancel, and for $r>0$ the potential is

$$V_z(r)=\frac1r-\left(z+\frac1r\right)e^{-2zr}.$$

Now let a density with exponent $a>0$ sit in the potential of one with exponent $b>0$:

$$p_a(r)V_b(r)=4a^3re^{-2ar}-4a^3(r+br^2)e^{-2(a+b)r}.$$

Integrating term by term with the moments above,

$$F^0=a-\frac{a^3}{(a+b)^2}-\frac{a^3b}{(a+b)^3}=\frac{ab(a^2+3ab+b^2)}{(a+b)^3}.$$

Setting $a=b=z$ gives $5z^4/(8z^3)=5z/8$.

The general formula is symmetric in $a$ and $b$. It also lies below both exponents, because

$$a(a+b)^3-ab(a^2+3ab+b^2)=a^4+2a^3b>0,$$

and the same holds with $a$ and $b$ exchanged. Physically, $a$ is the repulsion that the first density would feel from a unit point charge at the centre; spreading that charge out lowers it.

In electronic structure, $5z/8$ is the electron repulsion energy in the one-parameter model of a helium-like ion, where both electrons occupy the same 1s orbital with opposite spins.

## Densities and potentials as Lean functions

A density is a function `ℝ → ℝ`, and `radialDensity z` is $p_z$. Three definitions carry the electrostatics for an arbitrary density:

- `enclosedCharge ρ r` is the interval integral of `ρ` from 0 to `r`.
- `hartreePotential ρ r` is the enclosed charge over `r` plus the integral of `ρ s / s` over `Ioi r`, the open half-line $s>r$.
- `slaterF0 ρ₁ ρ₂` integrates `ρ₁` times the potential of `ρ₂` over `Ioi 0`.

Charges are in units of the elementary charge, lengths in bohr and energies in hartree, so no Coulomb constant appears. The repulsion is counted once for the pair.

The theorem `slaterF0_1s` says that for every real `z` with `0 < z`, `slaterF0 (radialDensity z) (radialDensity z) = 5 * z / 8`. It follows from `slaterF0_two_exponents`, which states both the integrability of the integrand and the two-exponent formula. Integrability matters here because Lean assigns the value zero to the integral of a non-integrable function.

The shell formula for the potential is taken as a definition; its derivation from the three-dimensional Coulomb law is not formalised here. Exchange integrals, higher multipoles $F^k$ and orbitals other than 1s are not treated.

```lean
import Mathlib

open Set Filter MeasureTheory Topology Real

namespace SlaterIntegral1s

noncomputable section

/-- Radial probability density `4 z³ r² exp(-2 z r)` of a 1s orbital with exponent `z`. -/
def radialDensity (z r : ℝ) : ℝ := 4 * z ^ 3 * r ^ 2 * exp (-(2 * z * r))

/-- Charge of the radial density `ρ` enclosed in the sphere of radius `r`. -/
def enclosedCharge (ρ : ℝ → ℝ) (r : ℝ) : ℝ := ∫ s in (0 : ℝ)..r, ρ s

/-- Electrostatic potential at radius `r` of a spherical charge with radial density `ρ`:
the enclosed charge over `r` plus the integral of `ρ(s)/s` over the outer shells. -/
def hartreePotential (ρ : ℝ → ℝ) (r : ℝ) : ℝ :=
  1 / r * enclosedCharge ρ r + ∫ s in Ioi r, ρ s / s

/-- The Slater integral `F⁰`: the radial density `ρ₁` integrated over `r > 0` against the
potential of the radial density `ρ₂`. -/
def slaterF0 (ρ₁ ρ₂ : ℝ → ℝ) : ℝ := ∫ r in Ioi (0 : ℝ), ρ₁ r * hartreePotential ρ₂ r

/-- Derivative of a quadratic polynomial times the exponential `exp(-k s)`. -/
theorem hasDerivAt_quadratic_decay (k α β γ x : ℝ) :
    HasDerivAt (fun s : ℝ => (α + β * s + γ * s ^ 2) * exp (-(k * s)))
      ((β + 2 * γ * x - k * (α + β * x + γ * x ^ 2)) * exp (-(k * x))) x := by
  have hlin : HasDerivAt (fun s : ℝ => -(k * s)) (-k) x :=
    ((hasDerivAt_id' x).const_mul k).fun_neg.congr_deriv (by ring)
  have hexp : HasDerivAt (fun s : ℝ => exp (-(k * s))) (exp (-(k * x)) * (-k)) x := hlin.exp
  have hsq : HasDerivAt (fun s : ℝ => s ^ 2) (2 * x) x :=
    (hasDerivAt_pow 2 x).congr_deriv (by norm_num)
  have hp : HasDerivAt (fun s : ℝ => α + β * s + γ * s ^ 2) (β * 1 + γ * (2 * x)) x :=
    (((hasDerivAt_id' x).const_mul β).const_add α).fun_add (hsq.const_mul γ)
  exact (hp.fun_mul hexp).congr_deriv (by ring)

/-- A quadratic polynomial times `exp(-k s)` with `k > 0` vanishes as `s → ∞`. -/
theorem tendsto_quadratic_decay {k : ℝ} (hk : 0 < k) (α β γ : ℝ) :
    Tendsto (fun s : ℝ => (α + β * s + γ * s ^ 2) * exp (-(k * s))) atTop (𝓝 0) := by
  -- each monomial decays, by rescaling `x ^ n * exp (-x) → 0`
  have hmono : ∀ n : ℕ, Tendsto (fun s : ℝ => s ^ n * exp (-(k * s))) atTop (𝓝 0) := by
    intro n
    have h1 : Tendsto (fun s : ℝ => k * s) atTop atTop :=
      Tendsto.const_mul_atTop hk tendsto_id
    have h2 := ((Real.tendsto_pow_mul_exp_neg_atTop_nhds_zero n).comp h1).const_mul (1 / k ^ n)
    rw [mul_zero] at h2
    refine h2.congr (fun s => ?_)
    show 1 / k ^ n * ((k * s) ^ n * exp (-(k * s))) = s ^ n * exp (-(k * s))
    rw [mul_pow, ← mul_assoc, ← mul_assoc, one_div,
      inv_mul_cancel₀ (pow_ne_zero n hk.ne'), one_mul]
  have h := (((hmono 0).const_mul α).add ((hmono 1).const_mul β)).add ((hmono 2).const_mul γ)
  simp only [mul_zero, add_zero] at h
  exact h.congr (fun s => by ring)

/-- For `k > 0` and `r ≥ 0`, `s exp(-k s)` is integrable over `s > r` with integral
`(r/k + 1/k²) exp(-k r)`. -/
theorem tail_first_moment {k r : ℝ} (hk : 0 < k) (hr : 0 ≤ r) :
    IntegrableOn (fun s : ℝ => s * exp (-(k * s))) (Ioi r) ∧
      ∫ s in Ioi r, s * exp (-(k * s)) = (r / k + 1 / k ^ 2) * exp (-(k * r)) := by
  have hk' : k ≠ 0 := hk.ne'
  have hd : ∀ x ∈ Ici r, HasDerivAt
      (fun s : ℝ => ((-(1 / k ^ 2)) + (-(1 / k)) * s + 0 * s ^ 2) * exp (-(k * s)))
      (x * exp (-(k * x))) x := fun x _ =>
    (hasDerivAt_quadratic_decay k (-(1 / k ^ 2)) (-(1 / k)) 0 x).congr_deriv
      (by field_simp; ring)
  have hpos : ∀ x ∈ Ioi r, 0 ≤ x * exp (-(k * x)) := fun x hx =>
    mul_nonneg (hr.trans (mem_Ioi.mp hx).le) (exp_pos _).le
  have ht := tendsto_quadratic_decay hk (-(1 / k ^ 2)) (-(1 / k)) 0
  exact ⟨integrableOn_Ioi_deriv_of_nonneg' hd hpos ht,
    (integral_Ioi_of_hasDerivAt_of_nonneg' hd hpos ht).trans (by ring)⟩

/-- For `k > 0`, `s² exp(-k s)` is integrable over `s > 0` with integral `2/k³`. -/
theorem second_moment {k : ℝ} (hk : 0 < k) :
    IntegrableOn (fun s : ℝ => s ^ 2 * exp (-(k * s))) (Ioi 0) ∧
      ∫ s in Ioi (0 : ℝ), s ^ 2 * exp (-(k * s)) = 2 / k ^ 3 := by
  have hk' : k ≠ 0 := hk.ne'
  have hd : ∀ x ∈ Ici (0 : ℝ), HasDerivAt
      (fun s : ℝ => ((-(2 / k ^ 3)) + (-(2 / k ^ 2)) * s + (-(1 / k)) * s ^ 2) * exp (-(k * s)))
      (x ^ 2 * exp (-(k * x))) x := fun x _ =>
    (hasDerivAt_quadratic_decay k (-(2 / k ^ 3)) (-(2 / k ^ 2)) (-(1 / k)) x).congr_deriv
      (by field_simp; ring)
  have hpos : ∀ x ∈ Ioi (0 : ℝ), 0 ≤ x ^ 2 * exp (-(k * x)) := fun x _ =>
    mul_nonneg (sq_nonneg x) (exp_pos _).le
  have ht := tendsto_quadratic_decay hk (-(2 / k ^ 3)) (-(2 / k ^ 2)) (-(1 / k))
  refine ⟨integrableOn_Ioi_deriv_of_nonneg' hd hpos ht,
    (integral_Ioi_of_hasDerivAt_of_nonneg' hd hpos ht).trans ?_⟩
  simp only [mul_zero, neg_zero, Real.exp_zero]
  ring

/-- For `z > 0` the 1s radial density is integrable over `r > 0` and integrates to one. -/
theorem radialDensity_normalised {z : ℝ} (hz : 0 < z) :
    IntegrableOn (radialDensity z) (Ioi 0) ∧ ∫ r in Ioi (0 : ℝ), radialDensity z r = 1 := by
  have hz' : z ≠ 0 := hz.ne'
  obtain ⟨hi, hv⟩ := second_moment (k := 2 * z) (by positivity)
  have hf : radialDensity z = fun r : ℝ => 4 * z ^ 3 * (r ^ 2 * exp (-(2 * z * r))) := by
    funext r
    unfold radialDensity
    ring
  simp only [hf]
  refine ⟨Integrable.const_mul hi _, ?_⟩
  rw [integral_const_mul, hv]
  field_simp
  ring

/-- The 1s charge inside radius `r` is `1 - (1 + 2 z r + 2 z² r²) exp(-2 z r)`. -/
theorem enclosedCharge_radialDensity (z r : ℝ) :
    enclosedCharge (radialDensity z) r
      = 1 - (1 + 2 * z * r + 2 * z ^ 2 * r ^ 2) * exp (-(2 * z * r)) := by
  have hd : ∀ x ∈ uIcc (0 : ℝ) r, HasDerivAt
      (fun s : ℝ => ((-1) + (-(2 * z)) * s + (-(2 * z ^ 2)) * s ^ 2) * exp (-(2 * z * s)))
      (radialDensity z x) x := fun x _ =>
    (hasDerivAt_quadratic_decay (2 * z) (-1) (-(2 * z)) (-(2 * z ^ 2)) x).congr_deriv
      (by unfold radialDensity; ring)
  have hc : Continuous (radialDensity z) := by
    show Continuous (fun r : ℝ => 4 * z ^ 3 * r ^ 2 * exp (-(2 * z * r)))
    fun_prop
  unfold enclosedCharge
  refine (intervalIntegral.integral_eq_sub_of_hasDerivAt hd
    (hc.intervalIntegrable 0 r)).trans ?_
  simp only [mul_zero, neg_zero, Real.exp_zero]
  ring

/-- For `z > 0` and `r ≥ 0` the outer-shell integrand `p(s)/s` is integrable over `s > r`
with integral `(z + 2 z² r) exp(-2 z r)`. -/
theorem outer_shells_radialDensity {z r : ℝ} (hz : 0 < z) (hr : 0 ≤ r) :
    IntegrableOn (fun s : ℝ => radialDensity z s / s) (Ioi r) ∧
      ∫ s in Ioi r, radialDensity z s / s = (z + 2 * z ^ 2 * r) * exp (-(2 * z * r)) := by
  have hz' : z ≠ 0 := hz.ne'
  obtain ⟨hi, hv⟩ := tail_first_moment (k := 2 * z) (by positivity) hr
  -- one power of `s` cancels, since `s > r ≥ 0`
  have hEq : EqOn (fun s : ℝ => 4 * z ^ 3 * (s * exp (-(2 * z * s))))
      (fun s : ℝ => radialDensity z s / s) (Ioi r) := by
    intro s hs
    have hs' : s ≠ 0 := (lt_of_le_of_lt hr (mem_Ioi.mp hs)).ne'
    show 4 * z ^ 3 * (s * exp (-(2 * z * s))) = radialDensity z s / s
    rw [eq_div_iff hs']
    unfold radialDensity
    ring
  have hi' : IntegrableOn (fun s : ℝ => 4 * z ^ 3 * (s * exp (-(2 * z * s)))) (Ioi r) :=
    Integrable.const_mul hi _
  refine ⟨hi'.congr_fun hEq measurableSet_Ioi, ?_⟩
  calc ∫ s in Ioi r, radialDensity z s / s
      = ∫ s in Ioi r, 4 * z ^ 3 * (s * exp (-(2 * z * s))) :=
        (setIntegral_congr_fun measurableSet_Ioi hEq).symm
    _ = (z + 2 * z ^ 2 * r) * exp (-(2 * z * r)) := by
        rw [integral_const_mul, hv]
        field_simp
        ring

/-- For `z > 0` and `r > 0` the potential of the 1s density is
`1/r - (z + 1/r) exp(-2 z r)`. -/
theorem hartreePotential_radialDensity {z r : ℝ} (hz : 0 < z) (hr : 0 < r) :
    hartreePotential (radialDensity z) r = 1 / r - (z + 1 / r) * exp (-(2 * z * r)) := by
  have hr' : r ≠ 0 := hr.ne'
  unfold hartreePotential
  rw [enclosedCharge_radialDensity, (outer_shells_radialDensity hz hr.le).2]
  field_simp
  ring

/-- For 1s densities with exponents `a, b > 0` the integrand of `F⁰` is integrable over `r > 0`
and `F⁰ = a b (a² + 3 a b + b²) / (a + b)³`. -/
theorem slaterF0_two_exponents {a b : ℝ} (ha : 0 < a) (hb : 0 < b) :
    IntegrableOn (fun r : ℝ => radialDensity a r * hartreePotential (radialDensity b) r)
        (Ioi 0) ∧
      slaterF0 (radialDensity a) (radialDensity b)
        = a * b * (a ^ 2 + 3 * a * b + b ^ 2) / (a + b) ^ 3 := by
  have ha' : a ≠ 0 := ha.ne'
  have hab : a + b ≠ 0 := (add_pos ha hb).ne'
  obtain ⟨hi1, hv1⟩ := tail_first_moment (k := 2 * a) (r := 0) (by positivity) le_rfl
  obtain ⟨hi2, hv2⟩ := tail_first_moment (k := 2 * (a + b)) (r := 0) (by positivity) le_rfl
  obtain ⟨hi3, hv3⟩ := second_moment (k := 2 * (a + b)) (by positivity)
  simp only [mul_zero, neg_zero, Real.exp_zero, zero_div, zero_add, mul_one] at hv1 hv2
  -- the integrand is a point-charge term minus a screening term
  have hEq : EqOn
      (fun r : ℝ => 4 * a ^ 3 * (r * exp (-(2 * a * r)))
        - (4 * a ^ 3 * (r * exp (-(2 * (a + b) * r)))
          + 4 * a ^ 3 * b * (r ^ 2 * exp (-(2 * (a + b) * r)))))
      (fun r : ℝ => radialDensity a r * hartreePotential (radialDensity b) r) (Ioi 0) := by
    intro r hr
    have hr0 : 0 < r := mem_Ioi.mp hr
    have hr' : r ≠ 0 := hr0.ne'
    have he : exp (-(2 * (a + b) * r)) = exp (-(2 * a * r)) * exp (-(2 * b * r)) := by
      rw [← Real.exp_add]
      congr 1
      ring
    show 4 * a ^ 3 * (r * exp (-(2 * a * r)))
        - (4 * a ^ 3 * (r * exp (-(2 * (a + b) * r)))
          + 4 * a ^ 3 * b * (r ^ 2 * exp (-(2 * (a + b) * r))))
        = radialDensity a r * hartreePotential (radialDensity b) r
    rw [hartreePotential_radialDensity hb hr0, he]
    unfold radialDensity
    field_simp
    ring
  have h1 : IntegrableOn (fun r : ℝ => 4 * a ^ 3 * (r * exp (-(2 * a * r)))) (Ioi 0) :=
    Integrable.const_mul hi1 _
  have h2 : IntegrableOn (fun r : ℝ => 4 * a ^ 3 * (r * exp (-(2 * (a + b) * r)))) (Ioi 0) :=
    Integrable.const_mul hi2 _
  have h3 : IntegrableOn
      (fun r : ℝ => 4 * a ^ 3 * b * (r ^ 2 * exp (-(2 * (a + b) * r)))) (Ioi 0) :=
    Integrable.const_mul hi3 _
  have h23 : IntegrableOn
      (fun r : ℝ => 4 * a ^ 3 * (r * exp (-(2 * (a + b) * r)))
        + 4 * a ^ 3 * b * (r ^ 2 * exp (-(2 * (a + b) * r)))) (Ioi 0) :=
    Integrable.add h2 h3
  have h123 : IntegrableOn
      (fun r : ℝ => 4 * a ^ 3 * (r * exp (-(2 * a * r)))
        - (4 * a ^ 3 * (r * exp (-(2 * (a + b) * r)))
          + 4 * a ^ 3 * b * (r ^ 2 * exp (-(2 * (a + b) * r))))) (Ioi 0) :=
    Integrable.sub h1 h23
  refine ⟨h123.congr_fun hEq measurableSet_Ioi, ?_⟩
  unfold slaterF0
  refine (setIntegral_congr_fun measurableSet_Ioi hEq).symm.trans ?_
  -- integrate term by term with the exponential moments
  rw [integral_sub h1 h23, integral_add h2 h3]
  simp only [integral_const_mul]
  rw [hv1, hv2, hv3]
  field_simp
  ring

/-- The Slater integral of the 1s density with exponent `z > 0` with itself is `F⁰ = 5 z / 8`. -/
theorem slaterF0_1s {z : ℝ} (hz : 0 < z) :
    slaterF0 (radialDensity z) (radialDensity z) = 5 * z / 8 := by
  have h : (z + z) ^ 3 ≠ 0 := by positivity
  rw [(slaterF0_two_exponents hz hz).2, div_eq_iff h]
  ring

/-- `F⁰` between two 1s densities is unchanged when the two exponents are exchanged. -/
theorem slaterF0_symm {a b : ℝ} (ha : 0 < a) (hb : 0 < b) :
    slaterF0 (radialDensity a) (radialDensity b)
      = slaterF0 (radialDensity b) (radialDensity a) := by
  rw [(slaterF0_two_exponents ha hb).2, (slaterF0_two_exponents hb ha).2, add_comm b a]
  congr 1
  ring

/-- `F⁰` between two 1s densities is strictly smaller than the smaller of the two exponents. -/
theorem slaterF0_lt_min {a b : ℝ} (ha : 0 < a) (hb : 0 < b) :
    slaterF0 (radialDensity a) (radialDensity b) < min a b := by
  have hc : 0 < (a + b) ^ 3 := by positivity
  rw [(slaterF0_two_exponents ha hb).2, lt_min_iff, div_lt_iff₀ hc, div_lt_iff₀ hc]
  have h1 : 0 < a ^ 4 + 2 * a ^ 3 * b := by positivity
  have h2 : 0 < b ^ 4 + 2 * a * b ^ 3 := by positivity
  constructor
  · nlinarith [h1]
  · nlinarith [h2]

end

end SlaterIntegral1s
```

```lean
#print axioms SlaterIntegral1s.slaterF0_two_exponents
#print axioms SlaterIntegral1s.slaterF0_1s
#print axioms SlaterIntegral1s.slaterF0_symm
#print axioms SlaterIntegral1s.slaterF0_lt_min
```

```
'SlaterIntegral1s.slaterF0_two_exponents' depends on axioms: [propext, Classical.choice, Quot.sound]
'SlaterIntegral1s.slaterF0_1s' depends on axioms: [propext, Classical.choice, Quot.sound]
'SlaterIntegral1s.slaterF0_symm' depends on axioms: [propext, Classical.choice, Quot.sound]
'SlaterIntegral1s.slaterF0_lt_min' depends on axioms: [propext, Classical.choice, Quot.sound]
```

## Antiderivatives, cancellation and three moments

Integration by parts is replaced by explicit antiderivatives. `hasDerivAt_quadratic_decay` differentiates $(\alpha+\beta s+\gamma s^2)e^{-ks}$ once and for all, and `tendsto_quadratic_decay` shows that such a function vanishes at infinity when $k>0$.

`tail_first_moment` and `second_moment` choose the coefficients so that the derivative is $se^{-ks}$ or $s^2e^{-ks}$. Since these integrands are nonnegative on the half-line in question, the limit of the antiderivative yields integrability as well as the value. `radialDensity_normalised` is then the second moment at $k=2z$.

`enclosedCharge_radialDensity` applies the fundamental theorem of calculus on a finite interval, with the antiderivative used above. `outer_shells_radialDensity` first cancels one power of $s$, which is allowed because $s>r\ge0$, and then uses the first moment. `hartreePotential_radialDensity` adds the two contributions; `field_simp` and `ring` carry out the cancellation of the $2z^2r$ terms.

In `slaterF0_two_exponents`, the statement `hEq` is the expansion of $p_aV_b$ for $r>0$, including the step $e^{-2ar}e^{-2br}=e^{-2(a+b)r}$. The facts `h1`, `h2` and `h3` give the integrability of its three terms, which justifies splitting the integral with `integral_sub` and `integral_add`. The moments are substituted by `rw [hv1, hv2, hv3]`, and the remaining identity between rational functions is closed by `field_simp` and `ring`.

The last three theorems are algebra on this formula. `slaterF0_1s` sets the exponents equal, `slaterF0_symm` exchanges them, and `slaterF0_lt_min` clears the denominator and uses the positivity of $a^4+2a^3b$ and $b^4+2ab^3$.
